# Two self-repelling condensates in the bulk limit: a sharp partition beats the uniform mixture exactly when \(c>\sqrt{ab}\)

Before I relax a two-component Gross-Pitaevskii state in a large box, I compare the intercomponent coupling \(c\) with \(\sqrt{ab}\), where \(a\) and \(b\) are the couplings within the components. If \(c\) is larger, I start from two separated domains, otherwise from a uniform mixture.

What bothers me is that the atom numbers don't enter. Suppose the second component makes up one percent of the atoms. Separating it means squeezing it into a small part of the box, which costs energy, while mixing it in creates only a little intercomponent repulsion. Shouldn't the threshold move with the composition? And why compare only these two extremes? Perhaps a pure domain next to a partly mixed one is lower than both.

## Composition sets the size of the gain, not its sign

In the Thomas-Fermi bulk limit, without gradient or interface energy, the threshold is the same for every composition, and partial mixing doesn't go below the better of the two extremes for any \(c\ge-\sqrt{ab}\). The squeezing cost you describe is real, but the minority component takes just enough volume for that cost to scale in the same way as the repulsion it avoids.

Let \(N\) and \(M\) be the atom numbers and \(V\) the volume, with \(a,b,N,M,V>0\) and \(c\) real. The uniform mixture has energy

\[
E_{\rm mix}=\frac{aN^2+bM^2+2cNM}{2V}.
\]

If the first component fills a volume \(x\) and the second fills \(V-x\), with \(0<x<V\), the energy is

\[
E_{\rm sep}(x)=\frac{aN^2}{2x}+\frac{bM^2}{2(V-x)}.
\]

Write \(A=\sqrt a\,N\) and \(B=\sqrt b\,M\), and subtract \((A+B)^2/(2V)\). Over the common denominator \(2Vx(V-x)\), the numerator is

\[
A^2V(V-x)+B^2Vx-(A+B)^2x(V-x).
\]

The terms in \(A^2\) combine to \(A^2(V-x)^2\), those in \(B^2\) to \(B^2x^2\), and the cross term is \(-2ABx(V-x)\). Hence

\[
E_{\rm sep}(x)-\frac{(A+B)^2}{2V}=\frac{\bigl(A(V-x)-Bx\bigr)^2}{2Vx(V-x)}\ge 0.
\]

The square vanishes only at \(x=VA/(A+B)\), which lies strictly between \(0\) and \(V\). There the two pressures, \(aN^2/(2x^2)\) and \(bM^2/(2(V-x)^2)\), are equal. The least separated energy is therefore

\[
E_{\rm opt}=\frac{(\sqrt a\,N+\sqrt b\,M)^2}{2V}=\frac{aN^2+bM^2+2\sqrt{ab}\,NM}{2V}.
\]

It has the form of a mixture energy with \(c\) replaced by \(\sqrt{ab}\), so

\[
E_{\rm mix}-E_{\rm opt}=\frac{(c-\sqrt{ab})\,NM}{V}.
\]

Since \(NM/V>0\), the sign depends on \(c-\sqrt{ab}\) alone. Your intuition about the minority component shows up in the size: the gain is proportional to \(M\), so in a finite box a small minority may gain too little to pay for an interface.

## Partly mixed domains

Now divide the box into finitely many homogeneous domains, where domain \(i\) has volume \(v_i>0\) and holds \(n_i\) and \(m_i\) atoms. The totals are \(N=\sum_i n_i\), \(M=\sum_i m_i\) and \(V=\sum_i v_i\). Writing \(f_i=(f_i/\sqrt{v_i})\sqrt{v_i}\) and applying the Cauchy-Schwarz inequality gives, for any real \(f_i\),

\[
\frac{(\sum_i f_i)^2}{\sum_i v_i}\le\sum_i\frac{f_i^2}{v_i}.
\]

**Strong repulsion, \(c\ge\sqrt{ab}\).** Since \(n_im_i\ge0\), lowering \(c\) to \(\sqrt{ab}\) can only lower the energy of a domain, which is therefore at least \((\sqrt a\,n_i+\sqrt b\,m_i)^2/(2v_i)\). Summing, and using the inequality with \(f_i=\sqrt a\,n_i+\sqrt b\,m_i\), gives a total of at least \(E_{\rm opt}\).

**Weak coupling, \(c^2\le ab\).** Complete the square in each domain:

\[
an_i^2+bm_i^2+2cn_im_i=\frac{(an_i+cm_i)^2+(ab-c^2)m_i^2}{a}.
\]

Both squares have nonnegative coefficients. Applying the inequality once with \(f_i=an_i+cm_i\) and once with \(f_i=m_i\), then adding, gives a total of at least \(E_{\rm mix}\).

At \(c=\sqrt{ab}\) the two extremes tie. The remaining range, \(c<-\sqrt{ab}\), is different: the uniform mixture still beats every sharp partition, but gathering atoms of both kinds in the ratio \(n:m=\sqrt b:\sqrt a\) in an ever smaller domain lowers this model energy without bound. There "not phase-separated" doesn't mean stable, so your test should also check whether \(c<-\sqrt{ab}\). A negative \(c\) above that value is harmless in this model.

## What the Lean statements say

The couplings, atom numbers and volumes are real numbers. Atom numbers needn't be integers, and only the volumes of the domains enter, not their shapes. The definition `mixedEnergy` fixes the convention: an overall factor \(1/2\), with the cross term counted as \(2cNM\). `separatedEnergy`, `optimalEnergy` and `balancedVolume` are \(E_{\rm sep}(x)\), \(E_{\rm opt}\) and \(VA/(A+B)\).

- `isLeast_separatedEnergy` takes the set of energies reached as \(x\) runs through the open interval `Set.Ioo 0 V`. `IsLeast` says that \(E_{\rm opt}\) belongs to this set and is a lower bound for it, so it is an attained minimum. `separatedEnergy_eq_optimal_iff` adds that exactly one partition attains it.
- `phase_separation_iff` says that some \(x\) in the interval gives a separated energy strictly below the mixture's if and only if `Real.sqrt (a * b) < c`. The right-hand side contains neither `N`, `M` nor `V`, which is the independence you asked about. The coupling `c` may have either sign.
- `optimalEnergy_le_domains` and `uniform_le_domains` are the two bounds for many domains, indexed by an arbitrary finite type `ι`. The first asks for nonnegative atom numbers and allows \(a\) or \(b\) to be zero. The second puts no sign condition on the atom numbers. For an empty collection both bounds read \(0\le0\), because Lean sets division by zero to zero.

The model is a mean-field energy at zero temperature with no trap, no gradient term and no interface tension. For your runs, the criterion therefore suggests a starting state when the box is much larger than the healing lengths and each separated domain would be much wider than the interface. The interface broadens as \(c\) approaches \(\sqrt{ab}\) from above, so close to the threshold this takes a larger box. The criterion doesn't determine the final profile in a small or trapped system.

```lean
import Mathlib

open Finset

namespace CondensateMiscibility

noncomputable section

/-- Bulk interaction energy of a homogeneous domain of volume `V ≠ 0` that holds `N` atoms of
the first and `M` atoms of the second component, with couplings `a`, `b` within the components
and `c` between them. -/
def mixedEnergy (a b c N M V : ℝ) : ℝ :=
  (a * N ^ 2 + b * M ^ 2 + 2 * c * N * M) / (2 * V)

/-- Bulk energy of two separated condensates, the first filling the volume `x` and the second
the remaining volume `V - x`, for `x ≠ 0` and `x ≠ V`. -/
def separatedEnergy (a b N M V x : ℝ) : ℝ :=
  a * N ^ 2 / (2 * x) + b * M ^ 2 / (2 * (V - x))

/-- The energy `(√a N + √b M)² / (2V)`, for `V ≠ 0`. -/
def optimalEnergy (a b N M V : ℝ) : ℝ :=
  (Real.sqrt a * N + Real.sqrt b * M) ^ 2 / (2 * V)

/-- The volume `V √a N / (√a N + √b M)`, for `√a N + √b M ≠ 0`. -/
def balancedVolume (a b N M V : ℝ) : ℝ :=
  V * (Real.sqrt a * N) / (Real.sqrt a * N + Real.sqrt b * M)

/-- For nonnegative `a`, `b` and a partition `0 < x < V`, the separated energy exceeds
`(√a N + √b M)² / (2V)` by an explicit square divided by `2 V x (V - x)`. -/
theorem separatedEnergy_excess {a b N M V x : ℝ} (ha : 0 ≤ a) (hb : 0 ≤ b)
    (hx : 0 < x) (hxV : x < V) :
    separatedEnergy a b N M V x - optimalEnergy a b N M V =
      (Real.sqrt a * N * (V - x) - Real.sqrt b * M * x) ^ 2 / (2 * V * x * (V - x)) := by
  have hy : V - x ≠ 0 := (sub_pos.mpr hxV).ne'
  have hV : V ≠ 0 := (hx.trans hxV).ne'
  have h : separatedEnergy a b N M V x =
      (Real.sqrt a * N) ^ 2 / (2 * x) + (Real.sqrt b * M) ^ 2 / (2 * (V - x)) := by
    unfold separatedEnergy
    rw [mul_pow, mul_pow, Real.sq_sqrt ha, Real.sq_sqrt hb]
  rw [h]
  unfold optimalEnergy
  generalize Real.sqrt a * N = A
  generalize Real.sqrt b * M = B
  field_simp
  ring

/-- For positive couplings `a`, `b` and positive atom numbers, a partition `0 < x < V` has the
energy `(√a N + √b M)² / (2V)` exactly when `x` is the balanced volume. -/
theorem separatedEnergy_eq_optimal_iff {a b N M V x : ℝ} (ha : 0 < a) (hb : 0 < b)
    (hN : 0 < N) (hM : 0 < M) (hx : 0 < x) (hxV : x < V) :
    separatedEnergy a b N M V x = optimalEnergy a b N M V ↔
      x = balancedVolume a b N M V := by
  have hA : 0 < Real.sqrt a * N := mul_pos (Real.sqrt_pos.mpr ha) hN
  have hB : 0 < Real.sqrt b * M := mul_pos (Real.sqrt_pos.mpr hb) hM
  have hd : 2 * V * x * (V - x) ≠ 0 :=
    (mul_pos (mul_pos (mul_pos two_pos (hx.trans hxV)) hx) (sub_pos.mpr hxV)).ne'
  unfold balancedVolume
  rw [← sub_eq_zero (a := separatedEnergy a b N M V x),
    separatedEnergy_excess ha.le hb.le hx hxV, div_eq_zero_iff, or_iff_left hd,
    pow_eq_zero_iff two_ne_zero, eq_div_iff (add_pos hA hB).ne']
  constructor <;> intro h <;> linear_combination -h

/-- For positive couplings `a`, `b`, atom numbers and volume, the least energy of the separated
condensates over all partitions `0 < x < V` is `(√a N + √b M)² / (2V)`. -/
theorem isLeast_separatedEnergy {a b N M V : ℝ} (ha : 0 < a) (hb : 0 < b)
    (hN : 0 < N) (hM : 0 < M) (hV : 0 < V) :
    IsLeast (separatedEnergy a b N M V '' Set.Ioo 0 V) (optimalEnergy a b N M V) := by
  have hA : 0 < Real.sqrt a * N := mul_pos (Real.sqrt_pos.mpr ha) hN
  have hB : 0 < Real.sqrt b * M := mul_pos (Real.sqrt_pos.mpr hb) hM
  constructor
  · -- the balanced volume is an admissible partition
    have h0 : 0 < balancedVolume a b N M V := div_pos (mul_pos hV hA) (add_pos hA hB)
    have h1 : balancedVolume a b N M V < V := by
      unfold balancedVolume
      rw [div_lt_iff₀ (add_pos hA hB)]
      nlinarith [mul_pos hV hB]
    exact ⟨_, ⟨h0, h1⟩, (separatedEnergy_eq_optimal_iff ha hb hN hM h0 h1).mpr rfl⟩
  · -- the excess energy is a square over a positive number
    rintro _ ⟨x, ⟨hx, hxV⟩, rfl⟩
    have hd : 0 ≤ 2 * V * x * (V - x) :=
      (mul_pos (mul_pos (mul_pos two_pos hV) hx) (sub_pos.mpr hxV)).le
    rw [← sub_nonneg, separatedEnergy_excess ha.le hb.le hx hxV]
    exact div_nonneg (sq_nonneg _) hd

/-- For nonnegative `a` and `b`, the square of `√a N + √b M` is the interaction form
with intercomponent coupling `√(ab)`. -/
theorem sq_sqrt_add {a b : ℝ} (ha : 0 ≤ a) (hb : 0 ≤ b) (N M : ℝ) :
    (Real.sqrt a * N + Real.sqrt b * M) ^ 2 =
      a * N ^ 2 + b * M ^ 2 + 2 * Real.sqrt (a * b) * N * M := by
  rw [Real.sqrt_mul ha]
  linear_combination N ^ 2 * Real.sq_sqrt ha + M ^ 2 * Real.sq_sqrt hb

/-- Miscibility criterion: for positive `a`, `b`, atom numbers and volume, some partition into
pure condensates has lower bulk energy than the uniform mixture exactly when `c > √(ab)`. -/
theorem phase_separation_iff {a b N M V : ℝ} (c : ℝ) (ha : 0 < a) (hb : 0 < b)
    (hN : 0 < N) (hM : 0 < M) (hV : 0 < V) :
    (∃ x ∈ Set.Ioo 0 V, separatedEnergy a b N M V x < mixedEnergy a b c N M V) ↔
      Real.sqrt (a * b) < c := by
  have hNM : 0 < N * M := mul_pos hN hM
  have hmin := isLeast_separatedEnergy ha hb hN hM hV
  -- compare the optimal separated energy with the uniform one
  have key : optimalEnergy a b N M V < mixedEnergy a b c N M V ↔ Real.sqrt (a * b) < c := by
    unfold optimalEnergy mixedEnergy
    rw [div_lt_div_iff_of_pos_right (by positivity), sq_sqrt_add ha.le hb.le]
    constructor
    · intro h
      have h' : Real.sqrt (a * b) * (N * M) < c * (N * M) := by linarith
      exact lt_of_mul_lt_mul_right h' hNM.le
    · intro h
      have h' := mul_lt_mul_of_pos_right h hNM
      linarith
  rw [← key]
  constructor
  · rintro ⟨x, hx, h⟩
    exact (hmin.2 ⟨x, hx, rfl⟩).trans_lt h
  · intro h
    obtain ⟨x, hx, hE⟩ := hmin.1
    exact ⟨x, hx, hE.trans_lt h⟩

/-- If `a, b ≥ 0` and `c ≥ √(ab)`, no finite collection of domains with positive volumes and
nonnegative atom numbers has energy below `(√a N + √b M)² / (2V)`, where `N`, `M`, `V` are the
total atom numbers and volume. -/
theorem optimalEnergy_le_domains {ι : Type*} [Fintype ι] {a b c : ℝ} {n m v : ι → ℝ}
    (ha : 0 ≤ a) (hb : 0 ≤ b) (hc : Real.sqrt (a * b) ≤ c)
    (hn : ∀ i, 0 ≤ n i) (hm : ∀ i, 0 ≤ m i) (hv : ∀ i, 0 < v i) :
    optimalEnergy a b (∑ i, n i) (∑ i, m i) (∑ i, v i) ≤
      ∑ i, mixedEnergy a b c (n i) (m i) (v i) := by
  have hcs : (∑ i, (Real.sqrt a * n i + Real.sqrt b * m i)) ^ 2 / ∑ i, v i ≤
      ∑ i, (Real.sqrt a * n i + Real.sqrt b * m i) ^ 2 / v i :=
    Finset.sq_sum_div_le_sum_sq_div _ _ (fun i _ => hv i)
  have hterm : ∀ i, (Real.sqrt a * n i + Real.sqrt b * m i) ^ 2 / v i / 2 ≤
      mixedEnergy a b c (n i) (m i) (v i) := by
    intro i
    have hi := hv i
    have h := mul_le_mul_of_nonneg_right hc (mul_nonneg (hn i) (hm i))
    unfold mixedEnergy
    rw [div_div, mul_comm (v i) 2, div_le_div_iff_of_pos_right (by positivity),
      sq_sqrt_add ha hb]
    linarith
  calc optimalEnergy a b (∑ i, n i) (∑ i, m i) (∑ i, v i)
      = (∑ i, (Real.sqrt a * n i + Real.sqrt b * m i)) ^ 2 / (∑ i, v i) / 2 := by
        unfold optimalEnergy
        rw [Finset.sum_add_distrib, ← Finset.mul_sum, ← Finset.mul_sum]
        ring
    _ ≤ (∑ i, (Real.sqrt a * n i + Real.sqrt b * m i) ^ 2 / v i) / 2 := by linarith
    _ = ∑ i, (Real.sqrt a * n i + Real.sqrt b * m i) ^ 2 / v i / 2 := Finset.sum_div _ _ _
    _ ≤ _ := Finset.sum_le_sum fun i _ => hterm i

/-- If `a > 0` and `c² ≤ ab`, no finite collection of domains with positive volumes has energy
below that of the uniform mixture with the same total atom numbers and volume. -/
theorem uniform_le_domains {ι : Type*} [Fintype ι] {a b c : ℝ} {n m v : ι → ℝ}
    (ha : 0 < a) (hc : c ^ 2 ≤ a * b) (hv : ∀ i, 0 < v i) :
    mixedEnergy a b c (∑ i, n i) (∑ i, m i) (∑ i, v i) ≤
      ∑ i, mixedEnergy a b c (n i) (m i) (v i) := by
  -- complete the square in the interaction energy
  have key : ∀ N M V : ℝ, mixedEnergy a b c N M V =
      1 / (2 * a) * ((a * N + c * M) ^ 2 / V) + (a * b - c ^ 2) / (2 * a) * (M ^ 2 / V) := by
    intro N M V
    have h : a * N ^ 2 + b * M ^ 2 + 2 * c * N * M =
        ((a * N + c * M) ^ 2 + (a * b - c ^ 2) * M ^ 2) / a := by
      rw [eq_div_iff ha.ne']
      ring
    unfold mixedEnergy
    rw [h]
    ring
  have h1 : (∑ i, (a * n i + c * m i)) ^ 2 / ∑ i, v i ≤
      ∑ i, (a * n i + c * m i) ^ 2 / v i :=
    Finset.sq_sum_div_le_sum_sq_div _ _ (fun i _ => hv i)
  have h2 : (∑ i, m i) ^ 2 / ∑ i, v i ≤ ∑ i, m i ^ 2 / v i :=
    Finset.sq_sum_div_le_sum_sq_div _ _ (fun i _ => hv i)
  rw [Finset.sum_add_distrib, ← Finset.mul_sum, ← Finset.mul_sum] at h1
  simp only [key]
  rw [Finset.sum_add_distrib, ← Finset.mul_sum, ← Finset.mul_sum]
  exact add_le_add (mul_le_mul_of_nonneg_left h1 (by positivity))
    (mul_le_mul_of_nonneg_left h2 (div_nonneg (by linarith) (by positivity)))

end

end CondensateMiscibility
```

```lean
#print axioms CondensateMiscibility.phase_separation_iff
#print axioms CondensateMiscibility.optimalEnergy_le_domains
#print axioms CondensateMiscibility.uniform_le_domains
```

```
'CondensateMiscibility.phase_separation_iff' depends on axioms: [propext, Classical.choice, Quot.sound]
'CondensateMiscibility.optimalEnergy_le_domains' depends on axioms: [propext, Classical.choice, Quot.sound]
'CondensateMiscibility.uniform_le_domains' depends on axioms: [propext, Classical.choice, Quot.sound]
```

## From the squares to the Lean proof

`separatedEnergy_excess` is the identity for \(E_{\rm sep}(x)-E_{\rm opt}\). It first rewrites \(aN^2\) as \((\sqrt a\,N)^2\), and likewise for the second component, using `Real.sq_sqrt`. The two `generalize` steps introduce \(A\) and \(B\), so that no square roots remain. Then `field_simp` clears the denominators and `ring` confirms the polynomial identity.

`separatedEnergy_eq_optimal_iff` turns equality of the energies into a vanishing difference. A fraction with nonzero denominator vanishes when its numerator does, and a square vanishes when its base does. What is left is the linear equation \(A(V-x)-Bx=0\), which `linear_combination` matches with the formula for the balanced volume in both directions.

`isLeast_separatedEnergy` has two halves. The first shows that the balanced volume lies between \(0\) and \(V\) and attains the value. The second uses the excess formula: a square over a positive number is nonnegative.

`sq_sqrt_add` expands \((\sqrt a\,N+\sqrt b\,M)^2\). In `phase_separation_iff`, the auxiliary statement `key` uses this expansion to compare \(E_{\rm opt}\) with \(E_{\rm mix}\), cancelling the common denominator and then the positive factor \(NM\). The minimum does the rest. If any partition beats the mixture, so does the optimal value, which is no larger; conversely, if the optimal value beats the mixture, the partition that attains it is the required example.

Both theorems on domains take the Cauchy-Schwarz step from Mathlib's `Finset.sq_sum_div_le_sum_sq_div`. In `optimalEnergy_le_domains`, `hcs` is that inequality and `hterm` is the bound for a single domain; the `calc` block chains them. In `uniform_le_domains`, `key` is the completed square, `h1` and `h2` are the two uses of Cauchy-Schwarz, and `add_le_add` adds them after multiplication by the nonnegative coefficients \(1/(2a)\) and \((ab-c^2)/(2a)\).

## Density fields in place of domains

The many-domain statements could also have been written for density fields \(\rho_1(\mathbf r)\) and \(\rho_2(\mathbf r)\), with energy

\[
\frac12\int\left(a\rho_1^2+b\rho_2^2+2c\rho_1\rho_2\right)d\mathbf r.
\]

That version would include continuously varying profiles. It would need measurable, square-integrable densities on a region of finite volume, and the integral form of Cauchy-Schwarz would replace the finite one. The algebra at each point, and with it the threshold \(\sqrt{ab}\), would stay the same. The finite version needs no integration theory and already addresses your question about a pure domain beside a partly mixed one.
